# With zero on-site energy and equal nonzero hopping, a Hückel ring of 2n sites is singular exactly for even n, a Möbius ring exactly for odd n

## Which even rings have orbitals at zero energy?

If I judge a ring by its sublattice symmetry alone, I can't tell whether solving $H\psi=b$ at zero energy will work. The symmetry pairs levels at $\pm E$ in every even ring, yet with the same nonzero hopping on every bond the solve breaks down for four sites and goes through for six. Reversing the sign of one bond swaps the two cases.

The claim I have in mind is this. For a ring of $2n$ sites with zero on-site energy and equal nonzero nearest-neighbour hopping, the Hückel matrix is singular iff $n$ is even. With one bond sign reversed, it is singular iff $n$ is odd. Whenever it is singular, the kernel is two-dimensional. Can this be derived carefully and checked by machine?

## The closing bond decides

Yes. Number the sites $0,\dots,2n-1$ with $n\ge1$, take the on-site energy as zero, and let $t\neq0$ be the real hopping. Let the bond between the last site and site 0 carry an extra factor $s$, so that $H_{2n-1,0}=ts$ and $H_{0,2n-1}=ts^*$. The Hückel ring has $s=1$ and the Möbius ring $s=-1$. A reversed bond elsewhere can be moved to this position by renumbering the sites cyclically. For $n=1$ the two sites are joined by two bonds, whose hoppings add.

The matrix is Hermitian, since opposite entries are conjugate. Every bond joins an even site to an odd one, so with $\Gamma=\mathrm{diag}((-1)^i)$ each nonzero $H_{ij}$ has $(-1)^i=-(-1)^j$. Hence $\Gamma H=-H\Gamma$, which is the chiral symmetry. It sends a state of energy $E$ to one of energy $-E$, but doesn't decide whether $E=0$ occurs.

For that, write out $H\psi=0$ and divide by $t$:

$$\psi_i+\psi_{i+2}=0\quad(0\le i,\ i+2<2n),$$
$$\psi_{2n-2}+s\,\psi_0=0,\qquad \psi_1+s^*\psi_{2n-1}=0.$$

The first line, applied repeatedly, gives for $0\le j<n$

$$\psi_{2j}=(-1)^j\psi_0,\qquad \psi_{2j+1}=(-1)^j\psi_1.$$

Put $j=n-1$ into the two closing equations, and multiply the second by $(-1)^{n-1}$:

$$\bigl(s-(-1)^n\bigr)\psi_0=0,\qquad \bigl(s^*-(-1)^n\bigr)\psi_1=0.$$

Since $(-1)^n$ is real, both brackets vanish together. If $s\neq(-1)^n$, then $\psi_0=\psi_1=0$ and so $\psi=0$: the matrix is invertible. If $s=(-1)^n$, both starting amplitudes are free and the kernel has dimension two. Setting $s=1$ and $s=-1$ gives the two rules.

### Four sites, with and without the sign change

Take $n=2$ and $t=1$. The Hückel ring has the normalised zero modes $(1,0,-1,0)/\sqrt2$ and $(0,1,0,-1)/\sqrt2$: around each site the two neighbouring amplitudes cancel. The Möbius ring is

$$H=\begin{pmatrix}0&1&0&-1\\1&0&1&0\\0&1&0&1\\-1&0&1&0\end{pmatrix},\qquad H^2=2\cdot\mathbf 1,$$

so it is invertible, with energies $\pm\sqrt2$.

The condition $t\neq0$ is needed. With $t=0$ and $n=3$ the Hückel matrix is the $6\times6$ zero matrix, which is singular although $n$ is odd, and its kernel has dimension six.

### The rings in Lean

```lean
import Mathlib

open Matrix

namespace HuckelMobiusRing

noncomputable section

/-- Nearest-neighbour Hamiltonian of a ring of `N` sites with hopping `t`, whose closing bond
between the last and the first site carries the extra factor `s`. -/
def twistedRing (N : ℕ) (t : ℝ) (s : ℂ) : Matrix (Fin N) (Fin N) ℂ := fun i j =>
  (if i.val + 1 = j.val then (t : ℂ) else 0) + (if j.val + 1 = i.val then (t : ℂ) else 0)
  + (if i.val + 1 = N ∧ j.val = 0 then (t : ℂ) * s else 0)
  + (if j.val + 1 = N ∧ i.val = 0 then (t : ℂ) * star s else 0)

/-- The Hückel ring: all bonds have the same hopping. -/
abbrev huckelRing (N : ℕ) (t : ℝ) := twistedRing N t 1

/-- The Möbius ring: the closing bond has the opposite sign. -/
abbrev mobiusRing (N : ℕ) (t : ℝ) := twistedRing N t (-1)

/-- The chiral operator, which changes the sign of the amplitudes on every second site. -/
def chiralOp (N : ℕ) : Matrix (Fin N) (Fin N) ℂ := Matrix.diagonal fun i => (-1) ^ i.val

/-- The vectors whose amplitudes alternate in sign along each sublattice, with starting
amplitudes `c.1` on site 0 and `c.2` on site 1. -/
def sublatticeModes (n : ℕ) : ℂ × ℂ →ₗ[ℂ] (Fin (2 * n) → ℂ) where
  toFun c j := (-1) ^ (j.val / 2) * (if j.val % 2 = 0 then c.1 else c.2)
  map_add' a b := by
    funext j
    simp only [Prod.fst_add, Prod.snd_add, Pi.add_apply]
    split_ifs <;> ring
  map_smul' r a := by
    funext j
    simp only [Prod.smul_fst, Prod.smul_snd, Pi.smul_apply, smul_eq_mul, RingHom.id_apply]
    split_ifs <;> ring

/-- The Hamiltonian of the ring is Hermitian. -/
theorem twistedRing_isHermitian (N : ℕ) (t : ℝ) (s : ℂ) : (twistedRing N t s).IsHermitian := by
  have ht : star (t : ℂ) = t := Complex.conj_ofReal t
  ext i j
  simp only [Matrix.conjTranspose_apply, twistedRing]
  split_ifs <;> simp only [star_add, star_mul', star_star, star_zero, ht] <;> ring

/-- On a ring with an even number of sites the Hamiltonian anticommutes with the chiral
operator. -/
theorem chiral_anticommute (n : ℕ) (t : ℝ) (s : ℂ) :
    chiralOp (2 * n) * twistedRing (2 * n) t s
      = -(twistedRing (2 * n) t s * chiralOp (2 * n)) := by
  ext i j
  rw [Matrix.neg_apply, chiralOp, Matrix.diagonal_mul, Matrix.mul_diagonal]
  by_cases p : (i.val + j.val) % 2 = 0
  · -- sites of the same sublattice are not coupled
    have z : twistedRing (2 * n) t s i j = 0 := by
      simp only [twistedRing]
      split_ifs <;> first | omega | simp
    rw [z]
    simp
  · have h : (-1 : ℂ) ^ i.val * (-1) ^ j.val = -1 := by
      rw [← pow_add]
      exact (Nat.odd_iff.mpr (by omega)).neg_one_pow
    have hsq : (-1 : ℂ) ^ j.val * (-1) ^ j.val = 1 := by
      rw [← mul_pow]
      simp
    have q : (-1 : ℂ) ^ i.val = -(-1) ^ j.val := by
      linear_combination (-1 : ℂ) ^ j.val * h - (-1 : ℂ) ^ i.val * hsq
    rw [q]
    ring

/-- If a site `i` is coupled only to `a` and `b`, the Hamiltonian acts there as the weighted sum
of these two amplitudes. -/
theorem two_neighbour_row {N : ℕ} (A : Matrix (Fin N) (Fin N) ℂ) (ψ : Fin N → ℂ)
    (i a b : Fin N) (x y : ℂ)
    (h : ∀ j, A i j = (if j = a then x else 0) + (if j = b then y else 0)) :
    (A *ᵥ ψ) i = x * ψ a + y * ψ b := by
  simp [Matrix.mulVec, dotProduct, h, add_mul, ite_mul, Finset.sum_add_distrib]

/-- For nonzero hopping, a vector is a zero mode exactly when the two neighbours of each site
cancel, with the factor `s` or its conjugate across the closing bond. -/
theorem zero_mode_equations {N k : ℕ} (hk : k + 2 = N) {t : ℝ} (ht : t ≠ 0) (s : ℂ)
    (ψ : Fin N → ℂ) :
    twistedRing N t s *ᵥ ψ = 0 ↔
      (∀ (i : ℕ) (h : i + 2 < N), ψ ⟨i, by omega⟩ + ψ ⟨i + 2, h⟩ = 0) ∧
      ψ ⟨k, by omega⟩ + s * ψ ⟨0, by omega⟩ = 0 ∧
      ψ ⟨1, by omega⟩ + star s * ψ ⟨k + 1, by omega⟩ = 0 := by
  have ht' : (t : ℂ) ≠ 0 := Complex.ofReal_ne_zero.mpr ht
  have row : ∀ (i : ℕ) (h : i + 2 < N), (twistedRing N t s *ᵥ ψ) ⟨i + 1, by omega⟩
      = t * (ψ ⟨i, by omega⟩ + ψ ⟨i + 2, h⟩) := by
    intro i h
    rw [two_neighbour_row _ ψ _ ⟨i, by omega⟩ ⟨i + 2, h⟩ t t, mul_add]
    intro j
    simp only [twistedRing, Fin.ext_iff]
    split_ifs <;> first | omega | (exfalso; tauto) | ring
  have rowL : (twistedRing N t s *ᵥ ψ) ⟨k + 1, by omega⟩
      = t * (ψ ⟨k, by omega⟩ + s * ψ ⟨0, by omega⟩) := by
    rw [two_neighbour_row _ ψ _ ⟨k, by omega⟩ ⟨0, by omega⟩ t (t * s), mul_add, mul_assoc]
    intro j
    simp only [twistedRing, Fin.ext_iff]
    split_ifs <;> first | omega | (exfalso; tauto) | ring
  have row0 : (twistedRing N t s *ᵥ ψ) ⟨0, by omega⟩
      = t * (ψ ⟨1, by omega⟩ + star s * ψ ⟨k + 1, by omega⟩) := by
    rw [two_neighbour_row _ ψ _ ⟨1, by omega⟩ ⟨k + 1, by omega⟩ t (t * star s), mul_add,
      mul_assoc]
    intro j
    simp only [twistedRing, Fin.ext_iff, and_true]
    split_ifs <;> first | omega | (exfalso; tauto) | ring
  constructor
  · intro h
    exact ⟨fun i hi => (mul_eq_zero.mp ((row i hi).symm.trans (congrFun h _))).resolve_left ht',
      (mul_eq_zero.mp (rowL.symm.trans (congrFun h _))).resolve_left ht',
      (mul_eq_zero.mp (row0.symm.trans (congrFun h _))).resolve_left ht'⟩
  · rintro ⟨h1, h2, h3⟩
    funext ⟨i, hi⟩
    rcases i with _ | i
    · exact row0.trans (by rw [h3, mul_zero, Pi.zero_apply])
    · by_cases h : i + 2 < N
      · exact (row i h).trans (by rw [h1 i h, mul_zero, Pi.zero_apply])
      · obtain rfl : i = k := by omega
        exact rowL.trans (by rw [h2, mul_zero, Pi.zero_apply])

/-- For nonzero hopping, the amplitudes of a zero mode alternate in sign along each sublattice,
starting from sites 0 and 1. -/
theorem zero_mode_amplitudes {n : ℕ} {t : ℝ} (ht : t ≠ 0) {s : ℂ}
    {ψ : Fin (2 * n) → ℂ} (h : twistedRing (2 * n) t s *ᵥ ψ = 0) (j : ℕ) (hj : j < n) :
    ψ ⟨2 * j, by omega⟩ = (-1) ^ j * ψ ⟨0, by omega⟩ ∧
    ψ ⟨2 * j + 1, by omega⟩ = (-1) ^ j * ψ ⟨1, by omega⟩ := by
  have h1 : ∀ (i : ℕ) (hi : i + 2 < 2 * n),
      ψ ⟨i, (Nat.le_add_right i 2).trans_lt hi⟩ + ψ ⟨i + 2, hi⟩ = 0 :=
    ((zero_mode_equations (k := 2 * n - 2) (by omega) ht s ψ).1 h).1
  induction j with
  | zero => exact ⟨by simp, by simp⟩
  | succ j ih =>
    obtain ⟨e, o⟩ := ih (by omega)
    have a : ψ ⟨2 * j, by omega⟩ + ψ ⟨2 * (j + 1), by omega⟩ = 0 := h1 (2 * j) (by omega)
    have b : ψ ⟨2 * j + 1, by omega⟩ + ψ ⟨2 * (j + 1) + 1, by omega⟩ = 0 :=
      h1 (2 * j + 1) (by omega)
    rw [pow_succ]
    exact ⟨by linear_combination a - e, by linear_combination b - o⟩

/-- Different pairs of starting amplitudes give different sublattice modes. -/
theorem sublatticeModes_injective {n : ℕ} (hn : 0 < n) :
    Function.Injective (sublatticeModes n) := by
  intro a b h
  have h0 := congrFun h ⟨0, by omega⟩
  have h1 := congrFun h ⟨1, by omega⟩
  simp [sublatticeModes] at h0 h1
  exact Prod.ext h0 h1

/-- When the hopping is nonzero and the closing factor is `(-1) ^ n`, the zero modes of the ring of
`2 n` sites are exactly the sublattice modes. -/
theorem kernel_eq_sublatticeModes {n : ℕ} (hn : 0 < n) {t : ℝ} (ht : t ≠ 0) {s : ℂ}
    (hs : s = (-1) ^ n) :
    LinearMap.ker (twistedRing (2 * n) t s).mulVecLin = LinearMap.range (sublatticeModes n) := by
  ext ψ
  rw [LinearMap.mem_ker, Matrix.mulVecLin_apply, LinearMap.mem_range]
  constructor
  · intro h
    refine ⟨(ψ ⟨0, by omega⟩, ψ ⟨1, by omega⟩), ?_⟩
    funext ⟨i, hi⟩
    change (-1 : ℂ) ^ (i / 2) * (if i % 2 = 0 then ψ ⟨0, _⟩ else ψ ⟨1, _⟩) = ψ ⟨i, hi⟩
    rcases Nat.even_or_odd' i with ⟨j, rfl | rfl⟩
    · rw [if_pos (show 2 * j % 2 = 0 by omega), show 2 * j / 2 = j by omega]
      exact (zero_mode_amplitudes ht h j (by omega)).1.symm
    · rw [if_neg (show ¬ (2 * j + 1) % 2 = 0 by omega), show (2 * j + 1) / 2 = j by omega]
      exact (zero_mode_amplitudes ht h j (by omega)).2.symm
  · rintro ⟨c, rfl⟩
    obtain ⟨m, rfl⟩ : ∃ m, n = m + 1 := ⟨n - 1, by omega⟩
    have hstar : star s = (-1) ^ (m + 1) := by rw [hs]; simp
    have hsq : (-1 : ℂ) ^ m * (-1) ^ m = 1 := by rw [← mul_pow]; simp
    rw [zero_mode_equations (k := 2 * m) (by omega) ht]
    refine ⟨fun i h => ?_, ?_, ?_⟩
    · change (-1 : ℂ) ^ (i / 2) * (if i % 2 = 0 then c.1 else c.2)
        + (-1) ^ ((i + 2) / 2) * (if (i + 2) % 2 = 0 then c.1 else c.2) = 0
      rw [show (i + 2) / 2 = i / 2 + 1 by omega, show (i + 2) % 2 = i % 2 by omega, pow_succ]
      ring
    · change (-1 : ℂ) ^ (2 * m / 2) * (if 2 * m % 2 = 0 then c.1 else c.2)
        + s * ((-1) ^ ((0 : ℕ) / 2) * (if (0 : ℕ) % 2 = 0 then c.1 else c.2)) = 0
      rw [if_pos (show 2 * m % 2 = 0 by omega), show 2 * m / 2 = m by omega,
        if_pos (show (0 : ℕ) % 2 = 0 by omega), show (0 : ℕ) / 2 = 0 by omega, pow_zero,
        hs, pow_succ]
      ring
    · change (-1 : ℂ) ^ ((1 : ℕ) / 2) * (if (1 : ℕ) % 2 = 0 then c.1 else c.2)
        + star s * ((-1) ^ ((2 * m + 1) / 2) * (if (2 * m + 1) % 2 = 0 then c.1 else c.2)) = 0
      rw [if_neg (show ¬ (2 * m + 1) % 2 = 0 by omega), show (2 * m + 1) / 2 = m by omega,
        if_neg (show ¬ (1 : ℕ) % 2 = 0 by omega), show (1 : ℕ) / 2 = 0 by omega, pow_zero,
        hstar, pow_succ]
      linear_combination -c.2 * hsq

/-- The ring of `2 n` sites with nonzero hopping is singular exactly when its closing factor is
`(-1) ^ n`. -/
theorem singular_iff {n : ℕ} (hn : 0 < n) {t : ℝ} (ht : t ≠ 0) (s : ℂ) :
    (twistedRing (2 * n) t s).det = 0 ↔ s = (-1) ^ n := by
  rw [← Matrix.exists_mulVec_eq_zero_iff]
  constructor
  · rintro ⟨ψ, hψ, h⟩
    by_contra hs
    apply hψ
    have amp := zero_mode_amplitudes ht h
    obtain ⟨m, rfl⟩ : ∃ m, n = m + 1 := ⟨n - 1, by omega⟩
    obtain ⟨-, h2, h3⟩ := (zero_mode_equations (k := 2 * m) (by omega) ht s ψ).1 h
    obtain ⟨e, o⟩ := amp m (by omega)
    have hsq : (-1 : ℂ) ^ m * (-1) ^ m = 1 := by rw [← mul_pow]; simp
    have hs' : star s ≠ (-1) ^ (m + 1) := by
      intro hc
      have hr : star ((-1 : ℂ) ^ (m + 1)) = (-1) ^ (m + 1) := by simp
      have hd := congrArg star hc
      rw [star_star, hr] at hd
      exact hs hd
    -- a mismatch at the closing bond kills both starting amplitudes
    have z0 : ψ ⟨0, by omega⟩ = 0 := by
      have q : (s - (-1) ^ (m + 1)) * ψ ⟨0, by omega⟩ = 0 := by
        rw [pow_succ]
        linear_combination h2 - e
      exact (mul_eq_zero.mp q).resolve_left (sub_ne_zero.mpr hs)
    have z1 : ψ ⟨1, by omega⟩ = 0 := by
      have q : (star s - (-1) ^ (m + 1)) * ψ ⟨1, by omega⟩ = 0 := by
        rw [pow_succ]
        linear_combination (-1 : ℂ) ^ m * h3 - (-1 : ℂ) ^ m * star s * o
          - star s * ψ ⟨1, by omega⟩ * hsq
      exact (mul_eq_zero.mp q).resolve_left (sub_ne_zero.mpr hs')
    funext ⟨i, hi⟩
    rcases Nat.even_or_odd' i with ⟨j, rfl | rfl⟩
    · change ψ ⟨2 * j, hi⟩ = 0
      rw [(amp j (by omega)).1, z0, mul_zero]
    · change ψ ⟨2 * j + 1, hi⟩ = 0
      rw [(amp j (by omega)).2, z1, mul_zero]
  · intro hs
    refine ⟨sublatticeModes n (1, 0), fun h => ?_, ?_⟩
    · have hz := sublatticeModes_injective hn (h.trans (map_zero (sublatticeModes n)).symm)
      exact one_ne_zero (congrArg Prod.fst hz)
    · have hm : sublatticeModes n (1, 0) ∈ LinearMap.ker (twistedRing (2 * n) t s).mulVecLin := by
        rw [kernel_eq_sublatticeModes hn ht hs]
        exact ⟨(1, 0), rfl⟩
      exact hm

/-- Whenever the ring of `2 n` sites with nonzero hopping is singular, its space of zero modes is
two-dimensional. -/
theorem kernel_finrank {n : ℕ} (hn : 0 < n) {t : ℝ} (ht : t ≠ 0) {s : ℂ}
    (h : (twistedRing (2 * n) t s).det = 0) :
    Module.finrank ℂ (LinearMap.ker (twistedRing (2 * n) t s).mulVecLin) = 2 := by
  rw [kernel_eq_sublatticeModes hn ht ((singular_iff hn ht s).1 h),
    LinearMap.finrank_range_of_inj (sublatticeModes_injective hn)]
  simp

/-- With nonzero hopping on `2 n` sites, the Hückel ring is singular iff `n` is even and the Möbius
ring iff `n` is odd; in either case the kernel is then two-dimensional. -/
theorem huckel_mobius_zero_modes {n : ℕ} (hn : 0 < n) {t : ℝ} (ht : t ≠ 0) :
    ((huckelRing (2 * n) t).det = 0 ↔ Even n) ∧
    ((mobiusRing (2 * n) t).det = 0 ↔ Odd n) ∧
    (Even n → Module.finrank ℂ (LinearMap.ker (huckelRing (2 * n) t).mulVecLin) = 2) ∧
    (Odd n → Module.finrank ℂ (LinearMap.ker (mobiusRing (2 * n) t).mulVecLin) = 2) := by
  have hH : (huckelRing (2 * n) t).det = 0 ↔ Even n := by
    refine (singular_iff hn ht 1).trans ?_
    rcases Nat.even_or_odd n with h | h
    · rw [h.neg_one_pow]
      exact iff_of_true rfl h
    · rw [h.neg_one_pow]
      exact iff_of_false (by norm_num) (Nat.not_even_iff_odd.mpr h)
  have hM : (mobiusRing (2 * n) t).det = 0 ↔ Odd n := by
    refine (singular_iff hn ht (-1)).trans ?_
    rcases Nat.even_or_odd n with h | h
    · rw [h.neg_one_pow]
      exact iff_of_false (by norm_num) (Nat.not_odd_iff_even.mpr h)
    · rw [h.neg_one_pow]
      exact iff_of_true rfl h
  exact ⟨hH, hM, fun h => kernel_finrank hn ht (hH.2 h), fun h => kernel_finrank hn ht (hM.2 h)⟩

end

end HuckelMobiusRing
```

```lean
#print axioms HuckelMobiusRing.twistedRing_isHermitian
#print axioms HuckelMobiusRing.chiral_anticommute
#print axioms HuckelMobiusRing.huckel_mobius_zero_modes
```

```
'HuckelMobiusRing.twistedRing_isHermitian' depends on axioms: [propext, Classical.choice, Quot.sound]
'HuckelMobiusRing.chiral_anticommute' depends on axioms: [propext, Classical.choice, Quot.sound]
'HuckelMobiusRing.huckel_mobius_zero_modes' depends on axioms: [propext, Classical.choice, Quot.sound]
```

### What the theorems say about the rings

`twistedRing N t s` is the Hamiltonian as an explicit complex matrix. Its indices in `Fin N` are the sites, counted from 0. The real number `t` is the hopping, or resonance integral, common to all bonds. The complex number `s` is the closing factor; `huckelRing` and `mobiusRing` fix it to 1 and −1. The sign −1 stands for the reversed overlap that a half twist of the orbital strip produces.

The final theorem, `huckel_mobius_zero_modes`, assumes `0 < n` and `t ≠ 0`, and so includes every $n\ge2$. Its first two parts express singularity as a vanishing determinant. The other two say that the kernel of the matrix, acting on amplitude vectors through `mulVecLin`, has complex dimension 2. This counts spatial orbitals, without spin.

The more general `singular_iff` allows any complex `s`, including the phase factor of a magnetic flux through the ring. Bond alternation, differing on-site energies, longer-range hopping and electron repulsion are not covered.

In this non-interacting, one-parameter model, the result identifies the even rings with a pair of degenerate nonbonding orbitals, which at half filling would hold two electrons. With one electron per site, these rings have $4m$ electrons in the Hückel case and $4m+2$ in the Möbius case, the counts that the Hückel and Möbius electron-counting rules class as antiaromatic. Those rules also cover charged and odd rings, which are not treated here, and the theorems say nothing about aromatic stability.

### From neighbour sums to the kernel

`twistedRing_isHermitian` and `chiral_anticommute` establish the two symmetries entry by entry. The kernel argument doesn't use them.

`two_neighbour_row` reduces a matrix row with two neighbours to a weighted sum of two amplitudes. `zero_mode_equations` applies it to the interior sites, the last site and site 0, and cancels `t` to obtain the equations displayed above. Its `k` is the last site but one. The case splits check which bonds are present in each row.

`zero_mode_amplitudes` is the repeated use of $\psi_{i+2}=-\psi_i$, written as an induction on `j` for both sublattices at once.

The linear map `sublatticeModes` builds a vector from the pair $(\psi_0,\psi_1)$. It is injective, because sites 0 and 1 return the pair. `kernel_eq_sublatticeModes` shows that for $s=(-1)^n$ its range is exactly the kernel: one inclusion comes from the amplitude formula, the other from substituting the modes into the zero-mode equations.

`singular_iff` first trades the zero determinant for a nonzero vector with $H\psi=0$. If $s\neq(-1)^n$, the steps `z0` and `z1` derive the two bracket equations by `linear_combination` and conclude that both starting amplitudes vanish. Conversely, the mode with starting pair $(1,0)$ is a nonzero kernel vector.

`kernel_finrank` then reads off the dimension: the range of an injective map from `ℂ × ℂ` has dimension two. The final theorem sets $s=\pm1$ and splits on the parity of `n`.
